# The discrete BenDaniel–Duke operator is positive definite for positive masses, and cell-averaged masses make it exact on the constant-flux solution

In a semiconductor quantum well the effective mass \(m(x)\) changes from layer to layer, and the three-point grid scheme treated here assigns one mass to each cell, even to a cell that an interface cuts in two. For positive cell masses and a wave function that vanishes at both ends, the usual three-point kinetic operator is symmetric and positive definite; if \(m\) is integrable and positive, the operator annihilates the grid values of the solution with constant \(\psi'/m\neq 0\) exactly when the cell masses are proportional to the cell averages of \(m\).

```lean
import Mathlib

open MeasureTheory

namespace BenDanielDuke

noncomputable section

/-- The discrete BenDaniel-Duke operator at the interior node `i + 1`, in units with `ħ²/2 = 1`.
`M i` is the mass in the cell between nodes `i` and `i + 1`; the masses and the spacing `h`
are to be nonzero. -/
def kinetic (M : ℕ → ℝ) (h : ℝ) (u : ℕ → ℝ) (i : ℕ) : ℝ :=
  -((u (i + 1 + 1) - u (i + 1)) / M (i + 1) - (u (i + 1) - u i) / M i) / h ^ 2

/-- The average of the mass profile `m` over the cell from `i h` to `(i + 1) h`, for `h ≠ 0`. -/
def cellAverage (m : ℝ → ℝ) (h : ℝ) (i : ℕ) : ℝ :=
  (∫ x in ((i : ℝ) * h)..(((i + 1 : ℕ) : ℝ) * h), m x) / h

/-- The value at node `i` of the function `ψ(x) = J ∫₀ˣ m`. -/
def gridPsi (m : ℝ → ℝ) (J h : ℝ) (i : ℕ) : ℝ :=
  J * ∫ x in (0 : ℝ)..((i : ℝ) * h), m x

/-- Summation by parts: if `v` vanishes at both ends, the matrix element of the operator between `v`
and `u` is a sum over cells of products of differences, weighted by the inverse mass and divided by
`h²`. -/
theorem sum_mul_kinetic (M : ℕ → ℝ) (h : ℝ) (u v : ℕ → ℝ) (N : ℕ)
    (v0 : v 0 = 0) (vN : v (N + 1) = 0) :
    ∑ i ∈ Finset.range N, v (i + 1) * kinetic M h u i =
      (∑ i ∈ Finset.range (N + 1), (v (i + 1) - v i) * (u (i + 1) - u i) / M i) / h ^ 2 := by
  -- the identity with its boundary terms at both ends, by induction on the number of nodes
  have key : ∀ n : ℕ, ∑ i ∈ Finset.range n, v (i + 1) * kinetic M h u i =
      (∑ i ∈ Finset.range (n + 1), (v (i + 1) - v i) * (u (i + 1) - u i) / M i
        - v (n + 1) * (u (n + 1) - u n) / M n + v 0 * (u (0 + 1) - u 0) / M 0) / h ^ 2 := by
    intro n
    induction n with
    | zero =>
      rw [Finset.sum_range_succ, Finset.sum_range_zero, Finset.sum_range_zero]
      ring
    | succ n ih =>
      rw [Finset.sum_range_succ, ih, Finset.sum_range_succ _ (n + 1)]
      unfold kinetic
      ring
  rw [key N, v0, vN]
  ring

/-- The operator is symmetric on grid functions that vanish at both ends. -/
theorem kinetic_symmetric (M : ℕ → ℝ) (h : ℝ) (u v : ℕ → ℝ) (N : ℕ)
    (u0 : u 0 = 0) (uN : u (N + 1) = 0) (v0 : v 0 = 0) (vN : v (N + 1) = 0) :
    ∑ i ∈ Finset.range N, v (i + 1) * kinetic M h u i =
      ∑ i ∈ Finset.range N, kinetic M h v i * u (i + 1) := by
  have e : ∑ i ∈ Finset.range N, kinetic M h v i * u (i + 1) =
      ∑ i ∈ Finset.range N, u (i + 1) * kinetic M h v i :=
    Finset.sum_congr rfl fun i _ => mul_comm _ _
  rw [e, sum_mul_kinetic M h u v N v0 vN, sum_mul_kinetic M h v u N u0 uN]
  congr 1
  exact Finset.sum_congr rfl fun i _ => by ring

/-- For positive cell masses and `h ≠ 0` the operator is positive definite: its quadratic form is
positive for every grid function that vanishes at both ends and is nonzero at some node. -/
theorem kinetic_posDef (M : ℕ → ℝ) (h : ℝ) (u : ℕ → ℝ) (N : ℕ) (hh : h ≠ 0)
    (hM : ∀ i ≤ N, 0 < M i) (u0 : u 0 = 0) (uN : u (N + 1) = 0)
    (hu : ∃ i ≤ N, u i ≠ 0) :
    0 < ∑ i ∈ Finset.range N, u (i + 1) * kinetic M h u i := by
  rw [sum_mul_kinetic M h u u N u0 uN]
  have hterm : ∀ i ∈ Finset.range (N + 1),
      0 ≤ (u (i + 1) - u i) * (u (i + 1) - u i) / M i := fun i hi =>
    div_nonneg (mul_self_nonneg _) (hM i (Nat.lt_succ_iff.mp (Finset.mem_range.mp hi))).le
  refine div_pos (lt_of_le_of_ne (Finset.sum_nonneg hterm) fun hz => ?_) (by positivity)
  -- a vanishing sum makes all differences vanish, so `u` keeps its end value zero
  have hall := (Finset.sum_eq_zero_iff_of_nonneg hterm).mp hz.symm
  have hzero : ∀ i : ℕ, i ≤ N → u i = 0 := by
    intro i
    induction i with
    | zero => exact fun _ => u0
    | succ i ih =>
      intro hi
      have h1 := hall i (Finset.mem_range.mpr (by omega))
      rcases div_eq_zero_iff.mp h1 with h2 | h2
      · have h3 := mul_self_eq_zero.mp h2
        have h4 := ih (by omega)
        linarith
      · exact absurd h2 (hM i (by omega)).ne'
  obtain ⟨i, hi, hne⟩ := hu
  exact hne (hzero i hi)

/-- With positive cell masses, `h ≠ 0` and Dirichlet ends, every eigenvalue `E` of the operator is
positive. -/
theorem eigenvalue_pos (M : ℕ → ℝ) (h E : ℝ) (u : ℕ → ℝ) (N : ℕ) (hh : h ≠ 0)
    (hM : ∀ i ≤ N, 0 < M i) (u0 : u 0 = 0) (uN : u (N + 1) = 0)
    (hu : ∃ i ≤ N, u i ≠ 0) (hE : ∀ i < N, kinetic M h u i = E * u (i + 1)) : 0 < E := by
  have hpos := kinetic_posDef M h u N hh hM u0 uN hu
  have e : ∑ i ∈ Finset.range N, u (i + 1) * kinetic M h u i =
      E * ∑ i ∈ Finset.range N, u (i + 1) ^ 2 := by
    rw [Finset.mul_sum]
    refine Finset.sum_congr rfl fun i hi => ?_
    rw [hE i (Finset.mem_range.mp hi)]
    ring
  have hs : 0 ≤ ∑ i ∈ Finset.range N, u (i + 1) ^ 2 :=
    Finset.sum_nonneg fun i _ => sq_nonneg _
  rw [e] at hpos
  by_contra hneg
  nlinarith [mul_nonneg (neg_nonneg.mpr (not_lt.mp hneg)) hs]

/-- For `h ≠ 0`, the interior equations `Hu = 0` hold exactly when the flux, the difference of `u`
across a cell divided by the cell mass, is the same in all cells. -/
theorem kinetic_eq_zero_iff_flux (M : ℕ → ℝ) (h : ℝ) (u : ℕ → ℝ) (N : ℕ) (hh : h ≠ 0) :
    (∀ i < N, kinetic M h u i = 0) ↔
      ∀ i ≤ N, (u (i + 1) - u i) / M i = (u 1 - u 0) / M 0 := by
  constructor
  · intro hk i
    induction i with
    | zero => intro _; simp
    | succ i ih =>
      intro hi
      have h1 := hk i (by omega)
      unfold kinetic at h1
      rcases div_eq_zero_iff.mp h1 with h2 | h2
      · have h3 := ih (by omega)
        linarith
      · exact absurd h2 (pow_ne_zero 2 hh)
  · intro hf i hi
    unfold kinetic
    rw [hf (i + 1) (by omega), hf i (by omega), sub_self, neg_zero, zero_div]

/-- An integrable mass profile on the whole well is integrable from the left end to any node. -/
theorem integrable_to_node {m : ℝ → ℝ} {h : ℝ} {N : ℕ} (hh : 0 < h)
    (hm : IntervalIntegrable m volume 0 (((N + 1 : ℕ) : ℝ) * h)) {j : ℕ} (hj : j ≤ N + 1) :
    IntervalIntegrable m volume 0 ((j : ℝ) * h) := by
  have hle : (j : ℝ) * h ≤ ((N + 1 : ℕ) : ℝ) * h :=
    mul_le_mul_of_nonneg_right (Nat.cast_le.mpr hj) hh.le
  have h0 : 0 ≤ (j : ℝ) * h := by positivity
  apply hm.mono_set
  rw [Set.uIcc_of_le h0, Set.uIcc_of_le (h0.trans hle)]
  exact Set.Icc_subset_Icc_right hle

/-- For integrable mass and `h > 0`, `ψ` grows across a cell by `J h` times the average mass
in that cell. -/
theorem gridPsi_step {m : ℝ → ℝ} {h : ℝ} {N : ℕ} (J : ℝ) (hh : 0 < h)
    (hm : IntervalIntegrable m volume 0 (((N + 1 : ℕ) : ℝ) * h)) {i : ℕ} (hi : i ≤ N) :
    gridPsi m J h (i + 1) - gridPsi m J h i = J * h * cellAverage m h i := by
  have e := intervalIntegral.integral_interval_sub_left
    (integrable_to_node hh hm (show i + 1 ≤ N + 1 by omega))
    (integrable_to_node hh hm (show i ≤ N + 1 by omega))
  unfold gridPsi cellAverage
  rw [← mul_sub, e, mul_assoc, mul_div_cancel₀ _ hh.ne']

/-- Let the mass profile be integrable and positive in the well, the cell masses positive, `h > 0`
and `J ≠ 0`. The grid values of `ψ(x) = J ∫₀ˣ m` solve the interior equations `Hψ = 0` exactly
when the cell masses are proportional to the cell averages of `m`. -/
theorem zero_mode_iff_cellAverage (m : ℝ → ℝ) (M : ℕ → ℝ) (J h : ℝ) (N : ℕ)
    (hh : 0 < h) (hJ : J ≠ 0) (hM : ∀ i ≤ N, 0 < M i)
    (hm : IntervalIntegrable m volume 0 (((N + 1 : ℕ) : ℝ) * h))
    (hpos : ∀ x ∈ Set.Ioo 0 (((N + 1 : ℕ) : ℝ) * h), 0 < m x) :
    (∀ i < N, kinetic M h (gridPsi m J h) i = 0) ↔
      ∃ c > 0, ∀ i ≤ N, M i = c * cellAverage m h i := by
  -- a positive mass profile has positive cell averages
  have ha : ∀ i ≤ N, 0 < cellAverage m h i := by
    intro i hi
    have h0 : 0 ≤ (i : ℝ) * h := by positivity
    have h1 : (i : ℝ) * h < ((i + 1 : ℕ) : ℝ) * h :=
      mul_lt_mul_of_pos_right (Nat.cast_lt.mpr (Nat.lt_succ_self i)) hh
    have h2 : ((i + 1 : ℕ) : ℝ) * h ≤ ((N + 1 : ℕ) : ℝ) * h :=
      mul_le_mul_of_nonneg_right (Nat.cast_le.mpr (by omega)) hh.le
    refine div_pos (intervalIntegral.intervalIntegral_pos_of_pos_on ?_ ?_ h1) hh
    · exact (integrable_to_node hh hm (show i ≤ N + 1 by omega)).symm.trans
        (integrable_to_node hh hm (show i + 1 ≤ N + 1 by omega))
    · exact fun x hx => hpos x ⟨h0.trans_lt hx.1, hx.2.trans_le h2⟩
  have a0 := ha 0 (Nat.zero_le N)
  have m0 := hM 0 (Nat.zero_le N)
  have d0 : gridPsi m J h 1 - gridPsi m J h 0 = J * h * cellAverage m h 0 :=
    gridPsi_step J hh hm (Nat.zero_le N)
  rw [kinetic_eq_zero_iff_flux M h _ N hh.ne']
  constructor
  · -- equal fluxes fix the ratio of mass to average in every cell
    intro hf
    refine ⟨M 0 / cellAverage m h 0, div_pos m0 a0, fun i hi => ?_⟩
    have e := hf i hi
    rw [gridPsi_step J hh hm hi, d0, div_eq_div_iff (hM i hi).ne' m0.ne'] at e
    have e2 : cellAverage m h i * M 0 = cellAverage m h 0 * M i :=
      mul_left_cancel₀ (mul_ne_zero hJ hh.ne') (by linear_combination e)
    rw [div_mul_eq_mul_div, eq_div_iff a0.ne']
    linear_combination -e2
  · -- proportional masses give the flux `J h / c` in every cell
    rintro ⟨c, _, hc⟩ i hi
    rw [gridPsi_step J hh hm hi, d0, hc i hi, hc 0 (Nat.zero_le N),
      mul_div_mul_right _ _ (ha i hi).ne', mul_div_mul_right _ _ a0.ne']

/-- For integrable mass, positive cell masses, `h > 0` and `J ≠ 0`, the discrete flux of `ψ` per
unit length equals `J` in every cell exactly when each cell mass is the cell average of `m`. -/
theorem flux_eq_iff_cellAverage (m : ℝ → ℝ) (M : ℕ → ℝ) (J h : ℝ) (N : ℕ)
    (hh : 0 < h) (hJ : J ≠ 0) (hM : ∀ i ≤ N, 0 < M i)
    (hm : IntervalIntegrable m volume 0 (((N + 1 : ℕ) : ℝ) * h)) :
    (∀ i ≤ N, (gridPsi m J h (i + 1) - gridPsi m J h i) / (h * M i) = J) ↔
      ∀ i ≤ N, M i = cellAverage m h i := by
  refine forall₂_congr fun i hi => ?_
  rw [gridPsi_step J hh hm hi, div_eq_iff (mul_pos hh (hM i hi)).ne']
  constructor
  · intro e
    exact mul_left_cancel₀ (mul_ne_zero hJ hh.ne') (by linear_combination -e)
  · intro e
    rw [e]
    ring

end

end BenDanielDuke
```

```lean
#print axioms BenDanielDuke.kinetic_symmetric
-- 'BenDanielDuke.kinetic_symmetric' depends on axioms: [propext, Classical.choice, Quot.sound]
#print axioms BenDanielDuke.eigenvalue_pos
-- 'BenDanielDuke.eigenvalue_pos' depends on axioms: [propext, Classical.choice, Quot.sound]
#print axioms BenDanielDuke.zero_mode_iff_cellAverage
-- 'BenDanielDuke.zero_mode_iff_cellAverage' depends on axioms: [propext, Classical.choice, Quot.sound]
#print axioms BenDanielDuke.flux_eq_iff_cellAverage
-- 'BenDanielDuke.flux_eq_iff_cellAverage' depends on axioms: [propext, Classical.choice, Quot.sound]
```

## Nodes, cells and masses

The BenDaniel–Duke form of the kinetic energy places the inverse mass between the two derivatives. In units with \(\hbar^2/2=1\) it reads

\[
H\psi=-\frac{d}{dx}\left(\frac{1}{m(x)}\frac{d\psi}{dx}\right).
\]

The grid has nodes \(x_i=ih\) for \(i=0,\dots,N+1\), with spacing \(h\). Cell \(i\) lies between nodes \(i\) and \(i+1\) and carries the mass \(M_i\), so there are \(N+1\) cells and \(N\) interior nodes. The Lean expression `kinetic M h u i` is the operator at node \(i+1\):

\[
(Hu)_{i+1}=-\frac{1}{h^2}\left(\frac{u_{i+2}-u_{i+1}}{M_{i+1}}-\frac{u_{i+1}-u_i}{M_i}\right),\qquad 0\le i<N.
\]

Grid functions and masses are real sequences `ℕ → ℝ`, of which only the entries on the grid matter. The Dirichlet conditions are the hypotheses `u 0 = 0` and `u (N + 1) = 0`.

The profile `m` is a function on the real line. `IntervalIntegrable` asks that it be integrable over the whole interval from \(0\) to \((N+1)h\), which admits the jumps at heterointerfaces. This interval is called the well here and in the docstrings; it includes any barrier layers that the grid covers. The other two definitions are the cell average and the sampled solution,

\[
a_i=\frac1h\int_{ih}^{(i+1)h}m\,dx,\qquad \psi_i=J\int_0^{ih}m\,dx,
\]

written `cellAverage m h i` and `gridPsi m J h i`. The constant \(J\) is the value of \(\psi'/m\), the quantity that BenDaniel–Duke matching keeps continuous across an interface. It is called a flux here, but it is not the probability current, which vanishes for a real \(\psi\).

## What is proved about the operator

`kinetic_symmetric` states \(\sum_i v_{i+1}(Hu)_{i+1}=\sum_i (Hv)_{i+1}u_{i+1}\) for grid functions that vanish at both ends. `kinetic_posDef` states that \(\sum_i u_{i+1}(Hu)_{i+1}>0\) if \(h\ne0\), all \(M_i>0\), and \(u\) vanishes at both ends but is nonzero at some node. Positive definiteness is thus expressed through the quadratic form, without building a matrix. `eigenvalue_pos` concludes that every eigenvalue is positive.

`zero_mode_iff_cellAverage` takes \(h>0\), \(J\neq0\), positive cell masses, and a mass profile that is integrable and positive inside the well. It states that \((H\psi)_{i+1}=0\) at all interior nodes if and only if there is one \(c>0\) with \(M_i=c\,a_i\) in every cell. Despite the name, \(\psi\) is not an eigenfunction of the Dirichlet problem: it vanishes at the left end but not at the right, so there is no conflict with positive definiteness.

The equations \(H\psi=0\) leave \(c\) free, because a common factor in all masses only rescales \(H\). `flux_eq_iff_cellAverage` fixes it: the discrete flux \((\psi_{i+1}-\psi_i)/(hM_i)\) equals \(J\) in every cell exactly when \(M_i=a_i\) in every cell.

For a one-dimensional, single-band effective-mass calculation, this gives a criterion for the mass of a cell that contains an interface. If the interface between masses \(m_A\) and \(m_B\) lies at the middle of the cell, the average is \((m_A+m_B)/2\); it is the mass that is averaged, not its inverse. The operator contains only the kinetic energy, without the confining potential. Convergence is not treated either: the theorems do not say how close the eigenvalues on the grid are to those of the continuous Hamiltonian.

## Summation by parts gives symmetry and positivity

Write \(f_i=(u_{i+1}-u_i)/M_i\), so that \((Hu)_{i+1}=(f_i-f_{i+1})/h^2\). Then

\[
\sum_{i=0}^{N-1}v_{i+1}(Hu)_{i+1}
=\frac1{h^2}\left(\sum_{i=0}^{N-1}v_{i+1}f_i-\sum_{i=1}^{N}v_if_i\right).
\]

Since \(v_{N+1}=0\), the first sum may be extended to \(i=N\); since \(v_0=0\), the second may start at \(i=0\). Hence

\[
\sum_{i=0}^{N-1}v_{i+1}(Hu)_{i+1}
=\frac1{h^2}\sum_{i=0}^{N}\frac{(v_{i+1}-v_i)(u_{i+1}-u_i)}{M_i}.
\]

This is `sum_mul_kinetic`. Its proof first establishes `key`, the same identity with the boundary terms kept, by induction on the number of nodes, and then inserts the two zeros. The right-hand side is unchanged when \(u\) and \(v\) are exchanged, which gives `kinetic_symmetric`.

For \(v=u\) the terms are \((u_{i+1}-u_i)^2/M_i\ge0\). If their sum were zero, each term would be zero, so \(u_{i+1}=u_i\) in every cell, and \(u_0=0\) would carry the value zero to every node. That contradicts the assumption on \(u\). In `kinetic_posDef`, `hterm` is the sign of the terms, `hall` their vanishing, and `hzero` the induction from the left end.

If \(Hu=Eu\) at the interior nodes, then

\[
0<\sum_i u_{i+1}(Hu)_{i+1}=E\sum_i u_{i+1}^2 .
\]

The last sum is non-negative, so \(E\le0\) is impossible. `eigenvalue_pos` carries out this argument, with `nlinarith` closing the contradiction.

The sign of the masses matters. Take one interior node (\(N=1\)), \(h=1\), \(M_0=1\), \(M_1=-1\) and \(u_0=u_2=0\). Then

\[
(Hu)_1=\left(\frac1{M_0}+\frac1{M_1}\right)u_1=0
\]

for every \(u_1\), and the only eigenvalue is zero. Masses that are merely nonzero therefore do not guarantee positive definiteness.

## Equal fluxes fix the cell masses

The equation \((Hu)_{i+1}=0\) says \(f_{i+1}=f_i\). Imposing it at all interior nodes is the same as requiring \(f_i=f_0\) in every cell. This is `kinetic_eq_zero_iff_flux`, proved by induction in one direction and by substitution in the other.

For \(u=\psi\), subtracting two integrals that start at zero gives

\[
\psi_{i+1}-\psi_i=J\int_{ih}^{(i+1)h}m\,dx=Jh\,a_i,
\qquad f_i=\frac{Jh\,a_i}{M_i}.
\]

The first equation is `gridPsi_step`; `integrable_to_node` supplies the integrability up to each node that the subtraction needs. All averages \(a_i\) are positive because \(m\) is, which is the step `ha` in the main theorem.

Suppose now that all fluxes agree. Then

\[
\frac{Jh\,a_i}{M_i}=\frac{Jh\,a_0}{M_0}
\quad\Longrightarrow\quad a_iM_0=a_0M_i
\quad\Longrightarrow\quad M_i=\frac{M_0}{a_0}\,a_i ,
\]

where \(Jh\neq0\) has been cancelled. So \(c=M_0/a_0\), which is positive. In Lean, `div_eq_div_iff` clears the denominators, `mul_left_cancel₀` removes \(Jh\), and `linear_combination` does the remaining algebra. Conversely, if \(M_i=c\,a_i\), then \(f_i=Jh/c\) in every cell, and the interior equations hold.

For the last theorem, division by \(h\) turns the flux into \(f_i/h=J\,a_i/M_i\). Since \(J\neq0\), this equals \(J\) exactly when \(M_i=a_i\). The comparison is made cell by cell, so `forall₂_congr` reduces the statement to a single cell, and the positivity of \(m\) is not required.
